# Radial moments of an isotropic Gaussian: the multinomial sum equals $d(d+2)\cdots(d+2n-2)$

For natural numbers $d$ and $n$, with the convention $(-1)!!=1$,

$$
\sum_{k_1+\dots+k_d=n}\frac{n!}{k_1!\cdots k_d!}\prod_{i=1}^{d}(2k_i-1)!!\;=\;\prod_{j=0}^{n-1}(d+2j).
$$

The sum runs over all $d$-tuples $k$ of natural numbers with total $n$, and an empty product is 1. For $d=3$ the right-hand side is $(2n+1)!!$. With $r^2=\sum_i x_i^2$ and an exponent $a>0$, the identity gives the radial moment

$$
\int_{\mathbb R^d} r^{2n}e^{-ar^2}\,d^dx=\frac{\prod_{j=0}^{n-1}(d+2j)}{(2a)^n}\left(\frac{\pi}{a}\right)^{d/2}.
$$

## Cartesian moments, basis functions and kinetic energies

An integral code that works with Cartesian Gaussians can treat $r^{2n}$ as a sum of monomials $x^{2k_1}y^{2k_2}z^{2k_3}$, each with its own double factorials. The identity collapses that sum to a product of $n$ factors. In electronic structure it supplies the norms and even radial moments of Gaussian primitives that depend on $r$ alone, for a single centre and a single exponent. For example, the normalised density of the primitive $e^{-\alpha r^2}$ in three dimensions has $a=2\alpha$, so $\langle r^2\rangle=3/(2a)=3/(4\alpha)$.

The same formula tests a sampler of momenta. Take a classical canonical ensemble with constant masses and $f$ independent momentum components, and put $x_i=p_i/\sqrt{2m_i}$. The kinetic energy is then $K=\sum_i x_i^2$, its weight is $e^{-\beta K}$ with $\beta=1/(k_BT)$, and division by the case $n=0$ gives

$$
\langle K^n\rangle=\frac{f(f+2)\cdots(f+2n-2)}{(2\beta)^n}.
$$

The first two moments give the mean $f/(2\beta)$ and the variance $f/(2\beta^2)$. A thermostat that reproduces the mean but not the variance fails the test at $n=2$.

## From Pascal's rule to the radial integral

Write $L(c,n)=\prod_{j=0}^{n-1}(c+2j)$, so that $L(c,0)=1$ and $L(c,n+1)=L(c,n)(c+2n)$.

**Two subspaces.** For dimensions $a$ and $b$ (in this step $a$ is a natural number, not the exponent),

$$
L(a+b,n)=\sum_{p+q=n}\binom{n}{p}L(a,p)\,L(b,q).
$$

At $n=0$ both sides are 1. Suppose that the formula holds for $n$, and multiply it by $a+b+2n$. In the term with $p+q=n$ this factor splits as $(a+2p)+(b+2q)$. The first part raises $L(a,p)$ to $L(a,p+1)$, and the second raises $L(b,q)$ to $L(b,q+1)$:

$$
L(a+b,n+1)=\sum_{p+q=n}\binom{n}{p}\bigl[L(a,p+1)L(b,q)+L(a,p)L(b,q+1)\bigr].
$$

The product $L(a,r)L(b,n+1-r)$ occurs with coefficient $\binom{n}{r-1}+\binom{n}{r}=\binom{n+1}{r}$, where binomials outside the triangle are zero. This is the formula for $n+1$.

**Any finite family.** For dimensions $c_i$ with $i$ in a finite set $s$,

$$
\sum_{\sum_i k_i=n}\frac{n!}{\prod_i k_i!}\prod_i L(c_i,k_i)=L\Bigl(\sum_i c_i,n\Bigr).
$$

For an empty family, both sides are 1 at $n=0$. For $n>0$ the left side has no terms, and the right side contains the factor 0. To add one more subspace, with dimension $c$ and occupation $p$, let $q=n-p$ be the total left for the others. The multinomial coefficient factorises:

$$
\frac{n!}{p!\prod_i k_i!}=\binom{n}{p}\frac{q!}{\prod_i k_i!}.
$$

At fixed $p$ the sum over the other occupations is $L(\sum_i c_i,q)$ by induction. The remaining sum over $p$ is the formula for two subspaces.

**One-dimensional subspaces.** Since $L(1,k)=1\cdot3\cdots(2k-1)=(2k-1)!!$, setting all $d$ dimensions to 1 gives the identity. For $d=3$ the product is $3\cdot5\cdots(2n+1)=(2n+1)!!$.

**The integral on a line.** Let $a>0$ again be the exponent, and let $M_k=\int x^{2k}e^{-ax^2}dx$. Integrate

$$
\frac{d}{dx}\left(x^{2k+1}e^{-ax^2}\right)=(2k+1)x^{2k}e^{-ax^2}-2a\,x^{2k+2}e^{-ax^2}
$$

over the line. The left side contributes zero, so $M_{k+1}=\frac{2k+1}{2a}M_k$. With $M_0=\sqrt{\pi/a}$ this yields

$$
M_k=\frac{(2k-1)!!}{(2a)^k}\sqrt{\frac{\pi}{a}}.
$$

**The integral in $d$ dimensions.** The multinomial theorem expands $(\sum_i x_i^2)^n$, and the exponential factorises over coordinates. Hence

$$
\int_{\mathbb R^d} r^{2n}e^{-ar^2}d^dx=\sum_{\sum_i k_i=n}\frac{n!}{\prod_i k_i!}\prod_i M_{k_i}.
$$

In each term the powers of $2a$ combine to $(2a)^{\sum_i k_i}=(2a)^n$, and the square roots combine to $(\pi/a)^{d/2}$. What remains is the multinomial sum.

**Small cases.** At $n=0$ the radial formula is the plain Gaussian integral. At $d=1$ there is only one tuple, and the identity reads $(2n-1)!!=1\cdot3\cdots(2n-1)$. For $d=3$, $n=2$, the three tuples of type $(2,0,0)$ contribute $1\cdot3$ each and the three of type $(1,1,0)$ contribute $2\cdot1$ each. The total is $9+6=15=5!!$.

## The Lean file

```lean
import Mathlib

open Finset MeasureTheory
open scoped Nat

namespace GaussianRadialMoments

/-- The odd double factorial `(2k-1)!!`, with the convention `(-1)!! = 1`. -/
def oddFact : ℕ → ℕ
  | 0 => 1
  | k + 1 => (2 * k + 1)‼

/-- The product `c (c+2) (c+4) ⋯` with `n` factors. -/
def ladder (c n : ℕ) : ℕ := ∏ j ∈ range n, (c + 2 * j)

lemma ladder_succ (c n : ℕ) : ladder c (n + 1) = ladder c n * (c + 2 * n) := by
  unfold ladder
  rw [prod_range_succ]

lemma oddFact_succ (k : ℕ) : oddFact (k + 1) = (2 * k + 1) * oddFact k := by
  cases k with
  | zero => simp [oddFact]
  | succ k => exact Nat.doubleFactorial_add_two (2 * k + 1)

/-- In one dimension the product `1 · 3 · 5 ⋯` with `k` factors is `(2k-1)!!`. -/
theorem ladder_one (k : ℕ) : ladder 1 k = oddFact k := by
  induction k with
  | zero => simp [ladder, oddFact]
  | succ k ih => rw [ladder_succ, oddFact_succ, ih]; ring

/-- Joining spaces of dimensions `a` and `b`: the ladder products combine by a binomial
convolution. -/
theorem ladder_add (a b n : ℕ) :
    ladder (a + b) n =
      ∑ p ∈ antidiagonal n, n.choose p.1 * (ladder a p.1 * ladder b p.2) := by
  induction n with
  | zero => simp [ladder]
  | succ n ih =>
    -- Pascal's rule splits the sum according to which factor is raised
    have h := Finset.sum_antidiagonal_choose_succ_mul
      (fun i j => (ladder a i * ladder b j : ℕ)) n
    simp only [Nat.cast_id] at h
    rw [h, ladder_succ, ih, sum_mul, ← sum_add_distrib]
    refine sum_congr rfl fun p hp => ?_
    have hp' := mem_antidiagonal.1 hp
    have hc : n.choose p.2 = n.choose p.1 := by
      rw [← hp']; exact Nat.choose_symm_add.symm
    have e : a + b + 2 * n = (a + 2 * p.1) + (b + 2 * p.2) := by omega
    simp only [ladder_succ, hc, e]
    ring

/-- Joining any finite family of spaces of dimensions `c i`: the ladder products combine by a
multinomial convolution. -/
theorem ladder_sum {ι : Type*} [DecidableEq ι] (s : Finset ι) (c : ι → ℕ) (n : ℕ) :
    ∑ k ∈ piAntidiag s n, Nat.multinomial s k * ∏ i ∈ s, ladder (c i) (k i) =
      ladder (∑ i ∈ s, c i) n := by
  induction s using Finset.cons_induction generalizing n with
  | empty => cases n <;> simp [ladder, prod_range_succ']
  | cons a s ha ih =>
    rw [sum_cons, ladder_add, piAntidiag_cons ha, sum_disjiUnion]
    refine sum_congr rfl fun p hp => ?_
    rw [sum_map, ← ih, mul_sum, mul_sum]
    refine sum_congr rfl fun k hk => ?_
    have hk' := mem_piAntidiag.1 hk
    have ka : k a = 0 := by
      by_contra h
      exact ha (hk'.2 a h)
    -- a tuple on the larger family is a value at `a` and a tuple on `s`
    have key : ∀ g : ι → ℕ, g a = p.1 → (∀ i ∈ s, g i = k i) →
        Nat.multinomial (cons a s ha) g * ∏ i ∈ cons a s ha, ladder (c i) (g i) =
        n.choose p.1 * (ladder (c a) p.1 *
          (Nat.multinomial s k * ∏ i ∈ s, ladder (c i) (k i))) := by
      intro g hga hgs
      have h1 : ∏ i ∈ s, ladder (c i) (g i) = ∏ i ∈ s, ladder (c i) (k i) :=
        prod_congr rfl fun i hi => by rw [hgs i hi]
      have h2 : ∑ i ∈ s, g i = p.2 := (sum_congr rfl hgs).trans hk'.1
      rw [Nat.multinomial_cons, prod_cons, hga, h1, h2, Nat.multinomial_congr hgs,
        mem_antidiagonal.1 hp]
      ring
    refine key _ (by simp [ka]) fun i hi => ?_
    have hne : i ≠ a := fun h => ha (h ▸ hi)
    simp [hne]

/-- Radial moment identity in `d` dimensions: the multinomial sum of products of `(2kᵢ-1)!!`
over all `d`-tuples of total `n` equals `d (d+2) ⋯ (d+2n-2)`. -/
theorem radial_moment_sum (d n : ℕ) :
    ∑ k ∈ piAntidiag (univ : Finset (Fin d)) n,
      Nat.multinomial univ k * ∏ i, oddFact (k i) = ∏ j ∈ range n, (d + 2 * j) := by
  have h := ladder_sum (univ : Finset (Fin d)) (fun _ => 1) n
  simp only [ladder_one, sum_const, card_univ, Fintype.card_fin, smul_eq_mul, mul_one] at h
  exact h

/-- In three dimensions the multinomial sum equals `(2n+1)!!`. -/
theorem radial_moment_sum_three (n : ℕ) :
    ∑ k ∈ piAntidiag (univ : Finset (Fin 3)) n,
      Nat.multinomial univ k * ∏ i, oddFact (k i) = (2 * n + 1)‼ := by
  rw [radial_moment_sum]
  induction n with
  | zero => simp
  | succ n ih =>
    have h : (2 * (n + 1) + 1)‼ = (2 * n + 1 + 2) * (2 * n + 1)‼ :=
      Nat.doubleFactorial_add_two (2 * n + 1)
    rw [prod_range_succ, ih, h]
    ring

lemma integrable_pow_gaussian {a : ℝ} (ha : 0 < a) (m : ℕ) :
    Integrable fun x : ℝ => x ^ m * Real.exp (-a * x ^ 2) := by
  have hm : (-1 : ℝ) < (m : ℝ) := by
    have := Nat.cast_nonneg (α := ℝ) m
    linarith
  simpa only [Real.rpow_natCast] using integrable_rpow_mul_exp_neg_mul_sq ha hm

/-- The even moments of a one-dimensional Gaussian with exponent `a`. -/
theorem gaussian_moment {a : ℝ} (ha : 0 < a) (k : ℕ) :
    ∫ x : ℝ, x ^ (2 * k) * Real.exp (-a * x ^ 2) =
      oddFact k / (2 * a) ^ k * √(Real.pi / a) := by
  induction k with
  | zero => simpa [oddFact] using integral_gaussian a
  | succ k ih =>
    have hd : ∀ x : ℝ, HasDerivAt (fun x : ℝ => x ^ (2 * k + 1) * Real.exp (-a * x ^ 2))
        ((2 * k + 1) * (x ^ (2 * k) * Real.exp (-a * x ^ 2)) -
          2 * a * (x ^ (2 * (k + 1)) * Real.exp (-a * x ^ 2))) x := by
      intro x
      have e : HasDerivAt (fun x : ℝ => Real.exp (-a * x ^ 2))
          (Real.exp (-a * x ^ 2) * (-a * (2 * x))) x :=
        (((hasDerivAt_pow 2 x).const_mul (-a)).exp).congr_deriv (by norm_num)
      refine ((hasDerivAt_pow (2 * k + 1) x).fun_mul e).congr_deriv ?_
      rw [Nat.add_sub_cancel]
      push_cast
      ring
    -- the integral of a total derivative vanishes
    have i1 := (integrable_pow_gaussian ha (2 * k)).const_mul (2 * (k : ℝ) + 1)
    have i2 := (integrable_pow_gaussian ha (2 * (k + 1))).const_mul (2 * a)
    have h0 := integral_eq_zero_of_hasDerivAt_of_integrable hd (i1.sub i2)
      (integrable_pow_gaussian ha (2 * k + 1))
    rw [integral_sub i1 i2, integral_const_mul, integral_const_mul, ih] at h0
    have h2a : 2 * a ≠ 0 := by positivity
    apply mul_left_cancel₀ h2a
    have h3 : 2 * a * ((oddFact (k + 1) : ℝ) / (2 * a) ^ (k + 1) * √(Real.pi / a)) =
        (2 * k + 1) * (oddFact k / (2 * a) ^ k * √(Real.pi / a)) := by
      rw [oddFact_succ, pow_succ]
      push_cast
      field_simp
    rw [h3]
    linarith

/-- The integral of `r^(2n) exp(-a r²)` over `d`-dimensional space, for a Gaussian exponent
`a > 0`. -/
theorem gaussian_radial_moment {a : ℝ} (ha : 0 < a) (d n : ℕ) :
    ∫ x : Fin d → ℝ, (∑ i, x i ^ 2) ^ n * Real.exp (-a * ∑ i, x i ^ 2) =
      (∏ j ∈ range n, ((d : ℝ) + 2 * j)) / (2 * a) ^ n * √(Real.pi / a) ^ d := by
  -- expand the power of r² into products of one-dimensional integrands
  have hx : ∀ x : Fin d → ℝ, (∑ i, x i ^ 2) ^ n * Real.exp (-a * ∑ i, x i ^ 2) =
      ∑ k ∈ piAntidiag (univ : Finset (Fin d)) n, (Nat.multinomial univ k : ℝ) *
        ∏ i, (x i ^ (2 * k i) * Real.exp (-a * x i ^ 2)) := by
    intro x
    rw [sum_pow_eq_sum_piAntidiag, sum_mul]
    refine sum_congr rfl fun k _ => ?_
    rw [prod_mul_distrib, ← Real.exp_sum, ← mul_sum]
    simp only [pow_mul]
    ring
  have hi : ∀ k : Fin d → ℕ, Integrable fun x : Fin d → ℝ =>
      ∏ i, (x i ^ (2 * k i) * Real.exp (-a * x i ^ 2)) := fun k =>
    Integrable.fintype_prod (f := fun i (y : ℝ) => y ^ (2 * k i) * Real.exp (-a * y ^ 2))
      fun i => integrable_pow_gaussian ha (2 * k i)
  simp_rw [hx]
  rw [integral_finsetSum _ fun k _ => (hi k).const_mul _]
  have hsum : (∏ j ∈ range n, ((d : ℝ) + 2 * j)) =
      ∑ k ∈ piAntidiag (univ : Finset (Fin d)) n,
        (Nat.multinomial univ k : ℝ) * ∏ i, (oddFact (k i) : ℝ) := by
    exact_mod_cast (radial_moment_sum d n).symm
  rw [hsum, sum_div, sum_mul]
  refine sum_congr rfl fun k hk => ?_
  have hp : ∫ x : Fin d → ℝ, ∏ i, (x i ^ (2 * k i) * Real.exp (-a * x i ^ 2)) =
      ∏ i, ∫ y : ℝ, y ^ (2 * k i) * Real.exp (-a * y ^ 2) :=
    integral_fintype_prod_volume_eq_prod
      (fun i (y : ℝ) => y ^ (2 * k i) * Real.exp (-a * y ^ 2))
  have hn : ∑ i, k i = n := (mem_piAntidiag.1 hk).1
  rw [integral_const_mul, hp]
  simp only [gaussian_moment ha]
  rw [prod_mul_distrib, prod_div_distrib, prod_pow_eq_pow_sum, hn, prod_const, card_univ,
    Fintype.card_fin]
  ring

end GaussianRadialMoments
```

```lean
#print axioms GaussianRadialMoments.radial_moment_sum
-- 'GaussianRadialMoments.radial_moment_sum' depends on axioms: [propext, Classical.choice, Quot.sound]
#print axioms GaussianRadialMoments.radial_moment_sum_three
-- 'GaussianRadialMoments.radial_moment_sum_three' depends on axioms: [propext, Classical.choice, Quot.sound]
#print axioms GaussianRadialMoments.gaussian_radial_moment
-- 'GaussianRadialMoments.gaussian_radial_moment' depends on axioms: [propext, Classical.choice, Quot.sound]
```

## Tuples, coefficients and integrals in the Lean statements

`oddFact k` is $(2k-1)!!$. Its value at zero is set to 1 explicitly, so the definition never subtracts from a natural number. `ladder c n` is $L(c,n)$.

In `radial_moment_sum`, a tuple is a function `k` from `Fin d` to the naturals, with indices running from 0 to $d-1$. The finite set `piAntidiag univ n` contains exactly the tuples with total $n$, and `Nat.multinomial univ k` is the factorial of that total divided by the product of the $k_i!$. The theorem is an equality of natural numbers for every `d` and `n`, including zero. `radial_moment_sum_three` is the case $d=3$, with Mathlib's double factorial on the right.

In `gaussian_radial_moment`, a point of space is a function `x : Fin d → ℝ`, and the integral is taken with respect to Lebesgue measure. The squared radius is written out as `∑ i, x i ^ 2`, which is the Euclidean one. The Gaussian is unnormalised; dividing by $(\pi/a)^{d/2}$ gives the mean of $r^{2n}$ over the normalised distribution, $\prod_{j<n}(d+2j)/(2a)^n$.

The one hypothesis, `0 < a`, says that the Gaussian decays: a confined orbital density, or a positive temperature in the kinetic example. Without it the integrals diverge in every dimension $d\ge1$. For $a=0$, $d=1$, $n=0$ the integrand is the constant 1, which is not integrable on the line, so `integrable_pow_gaussian` would be false there. Mathlib gives a divergent integral the value 0, so an equation between such integrals would carry no physical information.

## How the lemmas carry the argument

`ladder_succ` and `oddFact_succ` are the two recurrences, and `ladder_one` joins them by induction.

`ladder_add` is the formula for two subspaces. Mathlib's `Finset.sum_antidiagonal_choose_succ_mul` applies Pascal's rule to the sum for $n+1$ and splits it into two sums over pairs of total $n$. One of these carries the binomial coefficient with the lower index `p.2`, and `hc` converts it to `p.1` by symmetry. The equation `e` is the splitting $a+b+2n=(a+2p)+(b+2q)$, after which `ring` matches the terms.

`ladder_sum` adds one subspace at a time through `Finset.cons_induction`. The rewrite with `piAntidiag_cons` sorts the tuples by their value at the new index. The intermediate statement `key` is the factorisation of the multinomial coefficient together with that of the product of ladders. `radial_moment_sum` then sets every dimension to 1.

`gaussian_moment` follows the integration by parts. `hd` computes the derivative, and `integral_eq_zero_of_hasDerivAt_of_integrable` makes its integral vanish. That step needs both the function and its derivative to be integrable, which `integrable_pow_gaussian` provides.

In `gaussian_radial_moment`, `hx` is the multinomial expansion of the integrand and `hi` shows that each of its terms is integrable, which justifies exchanging sum and integral. `hp` factorises each $d$-dimensional integral into one-dimensional ones, and `hsum` brings in the combinatorial identity, cast to the reals.

## Exact values, even powers and one common exponent

The theorems fix exact values; rounding and overflow remain the responsibility of the code. Lean's naturals are unbounded, whereas a 64-bit integer holds $33!!$ but not $35!!$, so an integer table of $(2n+1)!!$ ends at $n=16$. A floating-point code can build the moments from the ratio $(d+2n)/(2a)$ between successive values of $n$, which avoids forming large numerators and denominators separately.

The integral theorem covers even powers of $r$, a Gaussian centred at the origin and the same exponent in every direction. Odd powers of $r$, anisotropic exponents and products of Gaussians on different centres need other formulas or a preliminary reduction. For two $s$-type primitives, the Gaussian product rule moves the product to a single centre, but a positive even power of the distance from any other point is not a function of the distance from that centre alone, so the theorem does not apply to it directly.
